# Bounds on the weight of a projected Slater determinant from the total spillage of its orthonormal orbitals

When every electron of a Slater determinant is projected onto a chosen one-particle subspace, such as the span of a set of local orbitals, some of the norm can be lost. The weight that remains is the squared norm of the projected $n$-electron amplitude, and its determinant formula is derived here from that definition.

Let $Y$ hold $n\ge 1$ orthonormal orbitals in its columns, let $P$ be a Hermitian projector, and let $L=n-\operatorname{tr}(Y^*PY)$ be the total spillage, where the star denotes the conjugate transpose. The remaining weight $W$ then satisfies

$$1-L\;\le\; W=\det(Y^*PY)\;\le\;(1-L/n)^n .$$

For a single determinant in a finite basis, this turns a one-particle measure of how well local orbitals span the occupied space into limits on the many-electron weight. With a spillage of $0.01$ per orbital and $n=100$, the weight is at most $0.99^{100}\approx 0.37$.

## Amplitudes on a finite basis

The type `m` labels a finite orthonormal one-particle basis, of spin-orbitals, or of sites when all electrons have the same spin. The type `ι` labels both the orbitals and the electrons, and $n$ is `Fintype.card ι`. For a calculation in overlapping atomic orbitals, the matrices $Y$ and $P$ stand for the orbitals and the projector expressed in an orthonormal basis of the same space.

```lean
import Mathlib

open Matrix
open scoped ComplexOrder

namespace ProjectedSlaterWeight

noncomputable section

variable {m ι : Type*} [Fintype m] [Fintype ι] [DecidableEq ι]
```

An assignment $x$ of a basis label $x_i$ to each electron $i$ is a function `ι → m`. The orbital determinant is

$$D_Y(x)=\sum_\sigma \operatorname{sgn}(\sigma)\prod_i Y_{x_i,\sigma(i)},$$

where $\sigma$ runs over the permutations of `ι`.

```lean
/-- The determinant of the orbitals `Y` (columns) evaluated at the electron coordinates `x`. -/
def orbitalDet (Y : Matrix m ι ℂ) (x : ι → m) : ℂ :=
  (Matrix.of fun a i => Y (x i) a).det
```

The Slater amplitude is $\Psi_Y(x)=D_Y(x)/\sqrt{n!}$. It has norm one when the orbitals are orthonormal, but the definition accepts any $Y$.

```lean
/-- The Slater determinant of the orbitals `Y`, with the prefactor `1/√n!`. -/
def slater (Y : Matrix m ι ℂ) (x : ι → m) : ℂ :=
  ((√((Fintype.card ι).factorial : ℝ) : ℝ) : ℂ)⁻¹ * orbitalDet Y x
```

Acting with $P$ on every electron gives

$$(P^{\otimes n}\Psi)(x)=\sum_y\Big(\prod_i P_{x_i y_i}\Big)\Psi(y).$$

```lean
/-- The one-particle operator `P` applied to every electron of the wavefunction `Ψ`. -/
def projectElectrons (P : Matrix m m ℂ) (Ψ : (ι → m) → ℂ) (x : ι → m) : ℂ :=
  ∑ y : ι → m, (∏ i, P (x i) (y i)) * Ψ y
```

The weight is $W=\sum_x|(P^{\otimes n}\Psi_Y)(x)|^2$, without renormalisation after the projection. For orthonormal orbitals and a Hermitian projector it is the probability of finding all $n$ electrons in the subspace.

```lean
/-- The squared norm of the Slater determinant of `Y` after `P` has acted on every electron. -/
def projectedWeight (P : Matrix m m ℂ) (Y : Matrix m ι ℂ) : ℝ :=
  ∑ x : ι → m, ‖projectElectrons P (slater Y) x‖ ^ 2
```

The spillage is a total over the orbitals, whereas the word often denotes an average per orbital. The code takes the real part of the trace to obtain a real number; for a Hermitian $P$ the trace is already real, so nothing is discarded.

```lean
/-- The total spillage `L = n - Re tr(Y* P Y)` of the `n` orbitals `Y`. -/
def spillage (P : Matrix m m ℂ) (Y : Matrix m ι ℂ) : ℝ :=
  Fintype.card ι - (Yᴴ * P * Y).trace.re
```

## Projecting the electrons projects the orbitals

Let $B$ have one row per electron and one column per basis state, and let $A$ be any matrix of orbitals. Expanding the determinant and exchanging the sums gives

$$\sum_z\prod_i B_{i z_i}\,D_A(z)=\sum_\sigma\operatorname{sgn}(\sigma)\prod_i\sum_k B_{ik}A_{k\sigma(i)}=\det(BA).$$

The proof follows this line. `Finset.prod_univ_sum` turns the product of sums into a sum over all coordinate assignments.

```lean
/-- Summing a product of one-electron amplitudes `B` against the orbital determinant of `A`
over all electron coordinates gives `det (B A)`. -/
theorem sum_prod_mul_orbitalDet (B : Matrix ι m ℂ) (A : Matrix m ι ℂ) :
    ∑ z : ι → m, (∏ i, B i (z i)) * orbitalDet A z = (B * A).det := by
  rw [← det_transpose (B * A)]
  simp only [orbitalDet, det_apply', Finset.mul_sum]
  rw [Finset.sum_comm]
  refine Finset.sum_congr rfl fun σ _ => ?_
  -- a product of sums is a sum over all coordinate assignments
  have h : ∏ i, (B * A)ᵀ (σ i) i = ∑ z : ι → m, ∏ i, (B i (z i) * A (z i) (σ i)) := by
    simp only [transpose_apply, mul_apply]
    rw [Finset.prod_univ_sum, Fintype.piFinset_univ]
  rw [h, Finset.mul_sum]
  refine Finset.sum_congr rfl fun z _ => ?_
  rw [Finset.prod_mul_distrib]
  simp only [of_apply]
  ring
```

For fixed $x$, take $B_{ik}=P_{x_i k}$ and $A=Y$. Then $(BY)_{ia}=(PY)_{x_i a}$, so the sum equals $D_{PY}(x)$. Restoring the prefactor gives $P^{\otimes n}\Psi_Y=\Psi_{PY}$. In Lean, `P.submatrix x id` is this $B$.

```lean
/-- Applying `P` to every electron of a Slater determinant gives the Slater determinant of the
orbitals `P Y`. -/
theorem projectElectrons_slater (P : Matrix m m ℂ) (Y : Matrix m ι ℂ) :
    projectElectrons P (slater Y) = slater (P * Y) := by
  funext x
  have h := sum_prod_mul_orbitalDet (P.submatrix x id) Y
  have h2 : (P.submatrix x id * Y).det = orbitalDet (P * Y) x := by
    rw [← det_transpose]
    rfl
  unfold projectElectrons slater
  rw [← h2, ← h, Finset.mul_sum]
  refine Finset.sum_congr rfl fun y _ => ?_
  simp only [submatrix_apply, id_eq]
  ring
```

## The norm is a Gram determinant

Expand the conjugated factor in the squared modulus:

$$\sum_x|D_A(x)|^2=\sum_\tau\sum_x\operatorname{sgn}(\tau)\prod_i\overline{A_{x_i,\tau(i)}}\,D_A(x).$$

In the term of the permutation $\tau$, relabel the electrons by $x_i=z_{\tau(i)}$. Antisymmetry gives $D_A(x)=\operatorname{sgn}(\tau)D_A(z)$, the two signs cancel, and the product becomes $\prod_i\overline{A_{z_i,i}}$. By the previous sum with $B=A^*$, each term equals $\det(A^*A)$. There are $n!$ of them, which cancels the squared prefactor, so

$$\sum_x|\Psi_A(x)|^2=\det(A^*A).$$

Below, `hτ` is the relabelling, `hs` the expansion, `hsum` the count of permutations and `hn` the prefactor.

```lean
/-- The squared norm of a Slater determinant is the Gram determinant of its orbitals. -/
theorem slater_norm_sq (A : Matrix m ι ℂ) :
    ((∑ x : ι → m, ‖slater A x‖ ^ 2 : ℝ) : ℂ) = (Aᴴ * A).det := by
  -- by antisymmetry every permutation contributes the same amount
  have hτ : ∀ τ : Equiv.Perm ι, ∑ x : ι → m, (((Equiv.Perm.sign τ : ℤ) : ℂ) *
      ∏ i, starRingEnd ℂ (A (x i) (τ i))) * orbitalDet A x = (Aᴴ * A).det := by
    intro τ
    rw [← sum_prod_mul_orbitalDet Aᴴ A]
    symm
    refine Fintype.sum_equiv (Equiv.arrowCongr τ.symm (Equiv.refl m)) _ _ fun z => ?_
    change (∏ i, starRingEnd ℂ (A (z i) i)) * orbitalDet A z =
      (((Equiv.Perm.sign τ : ℤ) : ℂ) * ∏ i, starRingEnd ℂ (A ((z ∘ τ) i) (τ i))) *
        orbitalDet A (z ∘ τ)
    have h1 : orbitalDet A (z ∘ τ) = ((Equiv.Perm.sign τ : ℤ) : ℂ) * orbitalDet A z :=
      Matrix.det_permute' τ (Matrix.of fun a i => A (z i) a)
    have h2 : ∏ i, starRingEnd ℂ (A ((z ∘ τ) i) (τ i)) = ∏ i, starRingEnd ℂ (A (z i) i) :=
      Equiv.prod_comp τ (fun i => starRingEnd ℂ (A (z i) i))
    have h3 : ((Equiv.Perm.sign τ : ℤ) : ℂ) * ((Equiv.Perm.sign τ : ℤ) : ℂ) = 1 := by
      rcases Int.units_eq_one_or (Equiv.Perm.sign τ) with h | h <;> simp [h]
    rw [h1, h2]
    linear_combination (-(∏ i, starRingEnd ℂ (A (z i) i)) * orbitalDet A z) * h3
  have hs : ∀ x, starRingEnd ℂ (orbitalDet A x) = ∑ τ : Equiv.Perm ι,
      ((Equiv.Perm.sign τ : ℤ) : ℂ) * ∏ i, starRingEnd ℂ (A (x i) (τ i)) := by
    intro x
    simp only [orbitalDet, det_apply', map_sum, map_mul, map_prod, map_intCast, of_apply]
  have hsum : ∑ x : ι → m, starRingEnd ℂ (orbitalDet A x) * orbitalDet A x =
      ((Fintype.card ι).factorial : ℂ) * (Aᴴ * A).det := by
    simp_rw [hs, Finset.sum_mul]
    rw [Finset.sum_comm, Finset.sum_congr rfl (fun τ _ => hτ τ)]
    simp [Fintype.card_perm]
  have hn : ∀ x, ((‖slater A x‖ ^ 2 : ℝ) : ℂ) = ((Fintype.card ι).factorial : ℂ)⁻¹ *
      (starRingEnd ℂ (orbitalDet A x) * orbitalDet A x) := by
    intro x
    have h : ‖slater A x‖ ^ 2 =
        ((Fintype.card ι).factorial : ℝ)⁻¹ * ‖orbitalDet A x‖ ^ 2 := by
      rw [slater, norm_mul, mul_pow, norm_inv, Complex.norm_real, Real.norm_eq_abs, inv_pow,
        sq_abs, Real.sq_sqrt (by positivity)]
    rw [h, Complex.conj_mul']
    push_cast
    rfl
  rw [Complex.ofReal_sum, Finset.sum_congr rfl (fun x _ => hn x), ← Finset.mul_sum, hsum,
    ← mul_assoc, inv_mul_cancel₀ (by exact_mod_cast Nat.factorial_ne_zero _), one_mul]
```

Setting $A=PY$ and using $P^*=P$ and $P^2=P$ gives $(PY)^*(PY)=Y^*PY$, hence $W=\det(Y^*PY)$. Orthonormality of $Y$ has not yet been used.

```lean
/-- For a Hermitian projector `P` the projected weight is `det (Y* P Y)`. -/
theorem projectedWeight_eq_det {P : Matrix m m ℂ} (Y : Matrix m ι ℂ)
    (hP : P.IsHermitian) (hPP : P * P = P) :
    (projectedWeight P Y : ℂ) = (Yᴴ * P * Y).det := by
  have h : Yᴴ * P * (P * Y) = Yᴴ * P * Y := by
    rw [Matrix.mul_assoc, ← Matrix.mul_assoc P P Y, hPP, Matrix.mul_assoc]
  unfold projectedWeight
  rw [projectElectrons_slater, slater_norm_sq, conjTranspose_mul, hP.eq, h]
```

## Eigenvalues between zero and one

From here on the orbitals are orthonormal, $Y^*Y=1$, which is the hypothesis `hY`. The hypotheses `hP` and `hPP` say that $P$ is Hermitian and idempotent, that is, an orthogonal projection onto the chosen subspace. The part of the orbitals outside it is $R=(1-P)Y$, and

$$R^*R=Y^*(1-P)^2Y=Y^*(1-P)Y=1-Y^*PY.$$

```lean
omit [Fintype ι] in
/-- For orthonormal orbitals and a Hermitian projector, the Gram matrix of the residual orbitals
`(1 - P) Y` is `1 - Y* P Y`. -/
theorem residual_gram [DecidableEq m] {P : Matrix m m ℂ} {Y : Matrix m ι ℂ} (hY : Yᴴ * Y = 1)
    (hP : P.IsHermitian) (hPP : P * P = P) :
    ((1 - P) * Y)ᴴ * ((1 - P) * Y) = 1 - Yᴴ * P * Y := by
  have h : (1 - P) * (1 - P) = 1 - P := by simp [mul_sub, sub_mul, hPP]
  rw [conjTranspose_mul, conjTranspose_sub, conjTranspose_one, hP.eq]
  calc Yᴴ * (1 - P) * ((1 - P) * Y) = Yᴴ * ((1 - P) * (1 - P)) * Y := by
        simp only [Matrix.mul_assoc]
    _ = 1 - Yᴴ * P * Y := by
        rw [h, Matrix.mul_sub, Matrix.sub_mul, Matrix.mul_one, hY]
```

Let $v$ be a normalised eigenvector of $Y^*PY$ with eigenvalue $p$. Then

$$p=\|PYv\|^2\ge0,\qquad 1-p=\|Rv\|^2\ge0.$$

With eigenvalues $p_i$, the determinant and the trace give $W=\prod_i p_i$ and $L=\sum_i(1-p_i)$. The proof supplies these eigenvalues as the required numbers; `hpos` and `hres` are the two positivity statements.

```lean
/-- For orthonormal orbitals and a Hermitian projector there are `n` numbers `p i` in `[0, 1]`
whose product is the projected weight and whose deficits `1 - p i` add up to the spillage. -/
theorem exists_overlaps {P : Matrix m m ℂ} {Y : Matrix m ι ℂ} (hY : Yᴴ * Y = 1)
    (hP : P.IsHermitian) (hPP : P * P = P) :
    ∃ p : ι → ℝ, (∀ i, 0 ≤ p i ∧ p i ≤ 1) ∧ projectedWeight P Y = ∏ i, p i ∧
      spillage P Y = ∑ i, (1 - p i) := by
  classical
  have hpos : (Yᴴ * P * Y).PosSemidef := by
    have h := posSemidef_conjTranspose_mul_self (P * Y)
    rwa [conjTranspose_mul, hP.eq, Matrix.mul_assoc, ← Matrix.mul_assoc P P Y, hPP,
      ← Matrix.mul_assoc] at h
  have hres : (1 - Yᴴ * P * Y).PosSemidef :=
    residual_gram hY hP hPP ▸ posSemidef_conjTranspose_mul_self ((1 - P) * Y)
  have hG := hpos.isHermitian
  refine ⟨hG.eigenvalues, fun i => ⟨hpos.eigenvalues_nonneg i, ?_⟩, ?_, ?_⟩
  · -- test positivity of the residual Gram matrix on a normalised eigenvector
    have hs : star (hG.eigenvectorBasis i).ofLp ⬝ᵥ (hG.eigenvectorBasis i).ofLp = 1 := by
      rw [dotProduct_comm, ← EuclideanSpace.inner_eq_star_dotProduct,
        inner_self_eq_norm_sq_to_K, OrthonormalBasis.norm_eq_one]
      simp
    have h := hres.dotProduct_mulVec_nonneg (hG.eigenvectorBasis i).ofLp
    rw [sub_mulVec, one_mulVec, hG.mulVec_eigenvectorBasis, dotProduct_sub, dotProduct_smul,
      hs] at h
    have h' := (Complex.le_def.1 h).1
    simp at h'
    exact h'
  · apply Complex.ofReal_injective
    rw [projectedWeight_eq_det Y hP hPP, hG.det_eq_prod_eigenvalues]
    simp
  · rw [spillage, hG.trace_eq_sum_eigenvalues]
    simp
```

## Both bounds from the spillage

For the lower bound, build up the product one factor at a time. If $Q$ is the product over a set $s$ of labels and $a$ is a new label, then $(1-p_a)(1-Q)\ge0$ gives

$$p_aQ\ge Q-(1-p_a)\ge1-\sum_{i\in s}(1-p_i)-(1-p_a).$$

Starting from the empty product, this yields $W\ge1-L$.

For the upper bound, the inequality of arithmetic and geometric means gives

$$\prod_i p_i^{1/n}\le\frac1n\sum_i p_i=1-\frac Ln,$$

and raising both sides to the power $n$ gives $W\le(1-L/n)^n$. For $n=1$ the two bounds coincide. In the code, `Nonempty ι` expresses $n\ge1$, the `Finset` induction is the first argument, and `hm` identifies the mean with $1-L/n$.

```lean
/-- For `n ≥ 1` orthonormal orbitals and a Hermitian projector with total spillage `L`, the
projected weight of the Slater determinant lies between `1 - L` and `(1 - L/n)^n`. -/
theorem projectedWeight_bounds [Nonempty ι] {P : Matrix m m ℂ} {Y : Matrix m ι ℂ}
    (hY : Yᴴ * Y = 1) (hP : P.IsHermitian) (hPP : P * P = P) :
    1 - spillage P Y ≤ projectedWeight P Y ∧
      projectedWeight P Y ≤ (1 - spillage P Y / Fintype.card ι) ^ Fintype.card ι := by
  obtain ⟨p, hp, hW, hL⟩ := exists_overlaps hY hP hPP
  have hc : (Fintype.card ι : ℝ) ≠ 0 := by exact_mod_cast Fintype.card_ne_zero
  rw [hW, hL]
  constructor
  · -- add one factor at a time
    have h : ∀ s : Finset ι, 1 - ∑ i ∈ s, (1 - p i) ≤ ∏ i ∈ s, p i := by
      intro s
      induction s using Finset.induction_on with
      | empty => simp
      | insert a s ha ih =>
        rw [Finset.sum_insert ha, Finset.prod_insert ha]
        have h1 : ∏ i ∈ s, p i ≤ 1 :=
          Finset.prod_le_one (fun i _ => (hp i).1) (fun i _ => (hp i).2)
        nlinarith [mul_nonneg (sub_nonneg.2 (hp a).2) (sub_nonneg.2 h1)]
    exact h Finset.univ
  · -- arithmetic and geometric means
    have h := Real.geom_mean_le_arith_mean_weighted Finset.univ
      (fun _ : ι => (Fintype.card ι : ℝ)⁻¹) p (fun _ _ => by positivity)
      (by simp [hc]) (fun i _ => (hp i).1)
    have hm : 1 - (∑ i, (1 - p i)) / Fintype.card ι =
        ∑ i, (Fintype.card ι : ℝ)⁻¹ * p i := by
      rw [← Finset.mul_sum, Finset.sum_sub_distrib]
      simp only [Finset.sum_const, Finset.card_univ, nsmul_eq_mul, mul_one]
      field_simp
      ring
    rw [hm]
    calc ∏ i, p i = (∏ i, p i ^ (Fintype.card ι : ℝ)⁻¹) ^ Fintype.card ι := by
          rw [← Finset.prod_pow]
          exact Finset.prod_congr rfl fun i _ =>
            (Real.rpow_inv_natCast_pow (hp i).1 Fintype.card_ne_zero).symm
      _ ≤ _ := pow_le_pow_left₀
          (Finset.prod_nonneg fun i _ => Real.rpow_nonneg (hp i).1 _) h _
```

## Full weight means unchanged orbitals

Suppose $W=1$. Since every $p_i\ge0$, we have $L\le n$. If $L$ were positive, $(1-L/n)^n$ would be below one, contradicting the upper bound, so $L\le0$. But

$$L=\operatorname{tr}(R^*R)=\sum_{k,a}|R_{ka}|^2\ge0,$$

where $k$ runs over basis states and $a$ over orbitals. Hence $R=0$ and $PY=Y$. Conversely, $PY=Y$ gives $W=\det(Y^*Y)=1$.

```lean
/-- For `n ≥ 1` orthonormal orbitals and a Hermitian projector, the projected weight is one
exactly when the projector leaves every orbital unchanged. -/
theorem projectedWeight_eq_one_iff [Nonempty ι] {P : Matrix m m ℂ} {Y : Matrix m ι ℂ}
    (hY : Yᴴ * Y = 1) (hP : P.IsHermitian) (hPP : P * P = P) :
    projectedWeight P Y = 1 ↔ P * Y = Y := by
  constructor
  · classical
    intro hW
    obtain ⟨p, hp, -, hL⟩ := exists_overlaps hY hP hPP
    have hc : (0 : ℝ) < Fintype.card ι := by exact_mod_cast Fintype.card_pos
    have hLn : spillage P Y ≤ Fintype.card ι := by
      rw [hL]
      calc ∑ i, (1 - p i) ≤ ∑ _i : ι, (1 : ℝ) :=
            Finset.sum_le_sum fun i _ => by linarith [(hp i).1]
        _ = Fintype.card ι := by simp
    -- a positive spillage would push the upper bound below one
    have hL0 : spillage P Y ≤ 0 := by
      by_contra hcon
      have h1 : 0 < spillage P Y / Fintype.card ι := div_pos (not_le.1 hcon) hc
      have h2 : spillage P Y / Fintype.card ι ≤ 1 := (div_le_one hc).2 hLn
      have h3 := pow_lt_one₀ (sub_nonneg.2 h2) (by linarith) (Fintype.card_ne_zero (α := ι))
      linarith [(projectedWeight_bounds hY hP hPP).2]
    have ht := (posSemidef_conjTranspose_mul_self ((1 - P) * Y)).trace_nonneg
    have hre : (((1 - P) * Y)ᴴ * ((1 - P) * Y)).trace.re = spillage P Y := by
      rw [residual_gram hY hP hPP, trace_sub, trace_one, spillage]
      simp
    have h0 : (((1 - P) * Y)ᴴ * ((1 - P) * Y)).trace = 0 :=
      Complex.ext (le_antisymm (hre.trans_le hL0) (Complex.le_def.1 ht).1)
        (Complex.le_def.1 ht).2.symm
    have hR := trace_conjTranspose_mul_self_eq_zero_iff.1 h0
    rw [Matrix.sub_mul, Matrix.one_mul] at hR
    exact (sub_eq_zero.1 hR).symm
  · intro h
    apply Complex.ofReal_injective
    rw [projectedWeight_eq_det Y hP hPP, Matrix.mul_assoc, h, hY]
    simp
```

## Two electrons on three sites

Put two electrons of the same spin in the site states $e_1$ and $e_2$, and project onto the span of $e_1$ and $(e_2+e_3)/\sqrt2$. Then

$$Y^*PY=\begin{pmatrix}1&0\\0&\tfrac12\end{pmatrix},\qquad L=W=\tfrac12 .$$

The weight equals $1-L$, so the lower bound is attained here, while the upper bound is $9/16$. The proof checks the hypotheses entry by entry and then evaluates the trace and the determinant of this matrix.

```lean
/-- Two electrons on the first two of three sites, with a matrix `P` that mixes the last two sites:
the orbitals are orthonormal, `P` is a Hermitian projector, and the spillage and the projected
weight are both `1/2`. -/
theorem projectedWeight_bounds_witness :
    let Y : Matrix (Fin 3) (Fin 2) ℂ := !![1, 0; 0, 1; 0, 0]
    let P : Matrix (Fin 3) (Fin 3) ℂ := !![1, 0, 0; 0, 1/2, 1/2; 0, 1/2, 1/2]
    Yᴴ * Y = 1 ∧ P.IsHermitian ∧ P * P = P ∧
      spillage P Y = 1/2 ∧ projectedWeight P Y = 1/2 := by
  intro Y P
  have hY : Yᴴ * Y = 1 := by
    ext i j
    fin_cases i <;> fin_cases j <;> simp [Y, Matrix.mul_apply, Fin.sum_univ_succ]
  have hP : P.IsHermitian := by
    ext i j
    fin_cases i <;> fin_cases j <;> simp [P]
  have hPP : P * P = P := by
    ext i j
    fin_cases i <;> fin_cases j <;> norm_num [P, Matrix.mul_apply, Fin.sum_univ_succ]
  have hG : Yᴴ * P * Y = !![1, 0; 0, 1/2] := by
    ext i j
    fin_cases i <;> fin_cases j <;> simp [Y, P, Matrix.mul_apply, Fin.sum_univ_succ]
  refine ⟨hY, hP, hPP, ?_, ?_⟩
  · rw [spillage, hG, trace_fin_two]
    norm_num
  · apply Complex.ofReal_injective
    rw [projectedWeight_eq_det Y hP hPP, hG, det_fin_two]
    norm_num

end

end ProjectedSlaterWeight
```

```lean
#print axioms ProjectedSlaterWeight.projectedWeight_bounds
-- 'ProjectedSlaterWeight.projectedWeight_bounds' depends on axioms: [propext, Classical.choice, Quot.sound]
#print axioms ProjectedSlaterWeight.projectedWeight_eq_one_iff
-- 'ProjectedSlaterWeight.projectedWeight_eq_one_iff' depends on axioms: [propext, Classical.choice, Quot.sound]
```
